# Truncating the symmetric Matsubara sum overfills non-interacting levels above the chemical potential and underfills those below

## Why does my empty orbital hold 0.002 electrons?

To get orbital fillings from a Matsubara Green's function, I add up \(T\,G(i\omega)\) over the frequencies between \(-\Omega\) and \(\Omega\), add 1/2, and then adjust the chemical potential until the electron number is right. As a trial I took a single non-interacting level 1 eV above the chemical potential at \(T=25\) meV, with 1000 positive frequencies and their negatives. The Fermi function there is about \(4\times10^{-18}\), but I get 0.002. A level 1 eV below comes out short by the same amount. Is the direction of this error always the same, and how slowly does it go away?

## The error has the sign of the level energy and falls off as 1/N

A non-interacting level above the chemical potential is overfilled and one below it is underfilled, at every cutoff, and the error falls off only as the inverse of the number of frequencies.

Set \(\hbar=k_B=1\). Let \(e\) be the level energy measured from the chemical potential (often written \(\xi\)), and let \(\omega_n=(2n+1)\pi T\) with \(T>0\). The free propagator is \(G(i\omega)=1/(i\omega-e)\), and opposite frequencies combine into

\[
\frac{1}{i\omega_n-e}+\frac{1}{-i\omega_n-e}=-\frac{2e}{\omega_n^2+e^2}.
\]

With \(N\) such pairs, your filling is therefore

\[
f_N=\frac12-2T\sum_{n=0}^{N-1}\frac{e}{\omega_n^2+e^2}.
\]

The 1/2 stands for the convergence factor \(e^{i\omega 0^+}\) (here the base of the exponential), which a finite symmetric sum can't supply.

**One more pair.** Put \(x=e/(2\pi T)\) and \(A=e/(2\pi^2T)\). Since \(\omega_n=2\pi T(n+\tfrac12)\),

\[
f_n-f_{n+1}=\frac{2Te}{\omega_n^2+e^2}=\frac{A}{x^2+(n+\frac12)^2}.
\]

**The limit.** The cotangent has the pole series

\[
\pi\cot\pi z=\frac1z+\sum_{j\ge1}\left(\frac1{z-j}+\frac1{z+j}\right).
\]

Take \(z=\tfrac12+ix\) and regroup the poles as

\[
\frac1{z+n}+\frac1{z-n-1}=\frac{2z-1}{(z+n)(z-n-1)}=\frac{-2ix}{x^2+(n+\frac12)^2}.
\]

After \(N\) terms the two groupings differ by \(1/(z+N)\), which vanishes as \(N\) grows. Because \(\cot(\tfrac{\pi}{2}+i\pi x)=-i\tanh\pi x\), multiplying by \(i\) gives

\[
\sum_{n\ge0}\frac{2x}{x^2+(n+\frac12)^2}=\pi\tanh\pi x .
\]

With \(A=x/\pi\), the filling tends to

\[
\frac12-\frac12\tanh\frac{e}{2T}=\frac{1}{\exp(e/T)+1}=f .
\]

**The error.** For \(e\neq0\) let \(r_N=(f_N-f)/A\). It tends to zero, and its steps are known, so

\[
r_N=\sum_{n\ge N}\frac{1}{x^2+(n+\frac12)^2}.
\]

Let \(c=\tfrac12+|x|\). Then

\[
(n+c)(n+1+c)=(n+c)^2+(n+c)\ge x^2+(n+\tfrac12)^2,
\]

so each term is at least \(\frac1{n+c}-\frac1{n+1+c}\). Also \(x^2+(n+\tfrac12)^2\ge n(n+1)\), so for \(n\ge1\) each term is at most \(\frac1n-\frac1{n+1}\). Both comparison series telescope:

\[
\frac{1}{N+\frac12+|x|}\le r_N,\qquad N\,r_N\le1 .
\]

Hence \(r_N>0\), and \(f_N-f=A\,r_N\) has the sign of \(e\). Multiplying the lower bound by \(N\) squeezes \(N r_N\) to 1, so \(N(f_N-f)\to A\).

**Your numbers.** Here \(A\approx2.03\) and \(x\approx6.37\), which puts the error at \(N=1000\) between 0.00201 and 0.00203. In terms of the cutoff energy \(\Omega=2\pi TN\), the leading error \(A/N\) equals \(e/(\pi\Omega)\), with no temperature left in it. For non-interacting levels you can use the Fermi function directly, or, for levels with \(|e|\) well below \(\Omega\), subtract \(A/N\) from the filling at every trial value of the chemical potential, recomputing \(A\) each time because \(e\) is measured from that value. For \(|e|\) far above \(\Omega\) the subtraction does harm, because the error never exceeds 1/2 while \(|A|/N\) keeps growing with \(|e|\). By the two bounds, what remains after the subtraction is at most \(|A|(\tfrac12+|x|)/N^2\), which is \(1.4\times10^{-5}\) in your case. That bound is generous: an Euler–Maclaurin estimate of the tail, which is not part of the proof here, gives a remainder that falls off as \(1/N^3\) and is about \(3\times10^{-8}\) for your numbers.

## What the Lean theorem says

The final theorem, `truncation_overfills_and_underfills`, takes real `T` and `e` with `0 < T` and `e ≠ 0`. It has three conclusions:

- if `e` is positive, `fermi T e` lies strictly below `truncatedOccupation T e N` for every `N`;
- if `e` is negative, it lies strictly above;
- `N` times the error `truncatedOccupation T e N - fermi T e` tends to `e / (2 * π ^ 2 * T)`.

`matsubaraFrequency T n` is \(\omega_n\), `truncatedOccupation` is \(f_N\), `fermi` is \(f\) and `scaledError` is \(r_N\). The sum over `Finset.range N` runs from 0 to \(N-1\), so `N` counts positive frequencies only. The case \(N=0\) is included: there the filling is 1/2, already on the stated side of \(f\). The condition `e ≠ 0` allows the division by \(A\); at \(e=0\) both fillings are 1/2 and there is no error.

The step from this model to your program is the pairing of propagators at the start, together with the added 1/2. The Lean definition begins from the real sum that results.

In electronic-structure work with Matsubara Green's functions, the result applies to each eigenvalue of a non-interacting Hamiltonian. A frequency-dependent self-energy changes the propagator, and the theorem then makes no statement about the filling.

```lean
import Mathlib

open Filter Topology
open scoped Real

namespace MatsubaraTruncation

noncomputable section

/-- The fermionic Matsubara frequency `w_n = (2n+1) π T`. -/
def matsubaraFrequency (T : ℝ) (n : ℕ) : ℝ := (2 * n + 1) * π * T

/-- The occupation of a level of energy `e`, measured from the chemical potential, from the
frequency sum cut off after `N` terms, for `T > 0`. -/
def truncatedOccupation (T e : ℝ) (N : ℕ) : ℝ :=
  1 / 2 - 2 * T * ∑ n ∈ Finset.range N, e / (matsubaraFrequency T n ^ 2 + e ^ 2)

/-- The Fermi function at temperature `T ≠ 0`. -/
def fermi (T e : ℝ) : ℝ := 1 / (Real.exp (e / T) + 1)

/-- The truncation error in units of `e/(2π²T)`, for `T > 0` and `e ≠ 0`. -/
def scaledError (T e : ℝ) (N : ℕ) : ℝ :=
  (truncatedOccupation T e N - fermi T e) / (e / (2 * π ^ 2 * T))

/-- The pole expansion of the hyperbolic tangent, `π tanh(π x) = ∑ 2x / (x² + (n+1/2)²)`. -/
theorem tanh_pole_expansion (x : ℝ) :
    Tendsto (fun N : ℕ => ∑ n ∈ Finset.range N, 2 * x / (x ^ 2 + ((n : ℝ) + 1 / 2) ^ 2))
      atTop (𝓝 (π * (Real.sinh (π * x) / Real.cosh (π * x)))) := by
  obtain ⟨z, hz⟩ : ∃ z : ℂ, z = 1 / 2 + x * Complex.I := ⟨_, rfl⟩
  have hzint : z ∈ Complex.integerComplement := by
    change ¬ ∃ m : ℤ, (m : ℂ) = z
    rintro ⟨m, hm⟩
    have h := congrArg Complex.re hm
    simp [hz] at h
    have h2 : (2 * m : ℝ) = 1 := by rw [h]; norm_num
    have h3 : 2 * m = 1 := by exact_mod_cast h2
    omega
  -- the cotangent series at `1/2 + i x`
  have h : Tendsto (fun N : ℕ => ∑ j ∈ Finset.range N,
      (1 / (z - ((j : ℂ) + 1)) + 1 / (z + ((j : ℂ) + 1)))) atTop
      (𝓝 (π * Complex.cot (π * z) - 1 / z)) := tendsto_logDeriv_euler_cot_sub hzint
  have h0 : Tendsto (fun N : ℕ => 1 / (z + (N : ℂ))) atTop (𝓝 0) := by
    have hlim := (tendsto_one_div_add_atTop_nhds_zero_nat (𝕜 := ℝ)).const_mul 2
    rw [mul_zero] at hlim
    refine squeeze_zero_norm (fun N => ?_) hlim
    have hre : (z + (N : ℂ)).re = 1 / 2 + N := by simp [hz]
    have hn : ((N : ℝ) + 1) / 2 ≤ ‖z + (N : ℂ)‖ := by
      have h1 := (le_abs_self _).trans (Complex.abs_re_le_norm (z + (N : ℂ)))
      rw [hre] at h1
      have h2 : (0 : ℝ) ≤ N := N.cast_nonneg
      linarith
    rw [norm_div, norm_one]
    calc 1 / ‖z + (N : ℂ)‖ ≤ 1 / (((N : ℝ) + 1) / 2) :=
          one_div_le_one_div_of_le (by positivity) hn
      _ = 2 * (1 / ((N : ℝ) + 1)) := by rw [one_div_div]; ring
  -- poles at opposite half-integers combine into one real term
  have hpair (n : ℕ) : ((2 * x / (x ^ 2 + ((n : ℝ) + 1 / 2) ^ 2) : ℝ) : ℂ)
      = Complex.I * (1 / (z + n) + 1 / (z - (n + 1))) := by
    have hD : ((x ^ 2 + ((n : ℝ) + 1 / 2) ^ 2 : ℝ) : ℂ) ≠ 0 :=
      Complex.ofReal_ne_zero.mpr (by positivity)
    push_cast at hD ⊢
    have hprod : (z + n) * (z - (n + 1)) = -((x : ℂ) ^ 2 + ((n : ℂ) + 1 / 2) ^ 2) := by
      rw [hz]
      linear_combination (x : ℂ) ^ 2 * Complex.I_sq
    have hab := neg_ne_zero.mpr hD
    rw [← hprod] at hab
    have hnum : 1 * (z - (n + 1)) + (z + n) * 1 = 2 * x * Complex.I := by rw [hz]; ring
    rw [div_add_div _ _ (left_ne_zero_of_mul hab) (right_ne_zero_of_mul hab), hprod, hnum,
      div_neg]
    linear_combination (2 * x / ((x : ℂ) ^ 2 + ((n : ℂ) + 1 / 2) ^ 2)) * Complex.I_sq
  have hs (N : ℕ) : ((∑ n ∈ Finset.range N, 2 * x / (x ^ 2 + ((n : ℝ) + 1 / 2) ^ 2) : ℝ) : ℂ)
      = Complex.I * (1 / z + ∑ j ∈ Finset.range N,
        (1 / (z - ((j : ℂ) + 1)) + 1 / (z + ((j : ℂ) + 1))) - 1 / (z + (N : ℂ))) := by
    induction N with
    | zero => simp
    | succ N ih =>
      rw [Finset.sum_range_succ, Complex.ofReal_add, ih, hpair, Finset.sum_range_succ]
      push_cast
      ring
  have hval : ((π * (Real.sinh (π * x) / Real.cosh (π * x)) : ℝ) : ℂ)
      = Complex.I * (1 / z + (π * Complex.cot (π * z) - 1 / z) - 0) := by
    have harg : (π : ℂ) * z = (π * x : ℂ) * Complex.I + π / 2 := by rw [hz]; ring
    rw [Complex.cot_eq_cos_div_sin, harg, Complex.cos_add_pi_div_two,
      Complex.sin_add_pi_div_two, Complex.sin_mul_I, Complex.cos_mul_I]
    push_cast
    linear_combination (π * Complex.sinh (π * x) / Complex.cosh (π * x)) * Complex.I_sq
  have h3 := (Complex.continuous_re.tendsto _).comp
    (((h.const_add (1 / z)).sub h0).const_mul Complex.I)
  rw [← hval, Complex.ofReal_re] at h3
  exact h3.congr fun N => (congrArg Complex.re (hs N)).symm

/-- At `T > 0`, including the next frequency `w_N` lowers the occupation by `e/(2π²T)` divided
by `(e/(2πT))² + (N+1/2)²`. -/
theorem truncatedOccupation_step {T : ℝ} (hT : 0 < T) (e : ℝ) (N : ℕ) :
    truncatedOccupation T e N - truncatedOccupation T e (N + 1)
      = e / (2 * π ^ 2 * T) / ((e / (2 * π * T)) ^ 2 + ((N : ℝ) + 1 / 2) ^ 2) := by
  have hx : 2 * π * T * (e / (2 * π * T)) = e := by field_simp
  have hden : matsubaraFrequency T N ^ 2 + e ^ 2
      = (2 * π * T) ^ 2 * ((e / (2 * π * T)) ^ 2 + ((N : ℝ) + 1 / 2) ^ 2) := by
    unfold matsubaraFrequency
    linear_combination (-(2 * π * T * (e / (2 * π * T)) + e)) * hx
  have h : 2 * T * (e / (matsubaraFrequency T N ^ 2 + e ^ 2))
      = e / (2 * π ^ 2 * T) / ((e / (2 * π * T)) ^ 2 + ((N : ℝ) + 1 / 2) ^ 2) := by
    rw [hden, div_div, ← mul_div_assoc, div_eq_div_iff (by positivity) (by positivity)]
    ring
  unfold truncatedOccupation
  rw [Finset.sum_range_succ, ← h]
  ring

/-- At `T > 0` the truncated occupation converges to the Fermi function. -/
theorem tendsto_fermi {T : ℝ} (hT : 0 < T) (e : ℝ) :
    Tendsto (truncatedOccupation T e) atTop (𝓝 (fermi T e)) := by
  have hs (N : ℕ) : 1 / 2 - 1 / (2 * π) * ∑ n ∈ Finset.range N,
      2 * (e / (2 * π * T)) / ((e / (2 * π * T)) ^ 2 + ((n : ℝ) + 1 / 2) ^ 2)
      = truncatedOccupation T e N := by
    induction N with
    | zero => simp [truncatedOccupation]
    | succ N ih =>
      have h := truncatedOccupation_step hT e N
      rw [Finset.sum_range_succ]
      linear_combination ih + h
  have hy : π * (e / (2 * π * T)) = e / (2 * T) := by field_simp
  have hval : 1 / 2 - 1 / (2 * π) * (π * (Real.sinh (π * (e / (2 * π * T)))
      / Real.cosh (π * (e / (2 * π * T))))) = fermi T e := by
    have hexp : Real.exp (e / T) = Real.exp (e / (2 * T)) ^ 2 := by
      rw [sq, ← Real.exp_add]
      congr 1
      ring
    have hEF : Real.exp (e / (2 * T)) * Real.exp (-(e / (2 * T))) = 1 := by
      rw [← Real.exp_add, add_neg_cancel, Real.exp_zero]
    have hE := Real.exp_pos (e / (2 * T))
    have hF := Real.exp_pos (-(e / (2 * T)))
    rw [hy, fermi, hexp, Real.sinh_eq, Real.cosh_eq]
    generalize Real.exp (e / (2 * T)) = E at *
    generalize Real.exp (-(e / (2 * T))) = F at *
    have hr : (E - F) / 2 / ((E + F) / 2) = (E ^ 2 - 1) / (E ^ 2 + 1) := by
      rw [div_eq_div_iff (by positivity) (by positivity)]
      linear_combination (-E) * hEF
    rw [hr]
    field_simp
    ring
  rw [← hval]
  exact (((tanh_pole_expansion (e / (2 * π * T))).const_mul (1 / (2 * π))).const_sub
    (1 / 2)).congr hs

/-- For `T > 0` and `e ≠ 0`, the truncation error in units of `e/(2π²T)` is at least
`1/(N + 1/2 + |e/(2πT)|)`, and `N` times it is at most one. -/
theorem scaledError_bounds {T e : ℝ} (hT : 0 < T) (he : e ≠ 0) (N : ℕ) :
    1 / ((N : ℝ) + (1 / 2 + |e / (2 * π * T)|)) ≤ scaledError T e N ∧
      N * scaledError T e N ≤ 1 := by
  have hA : e / (2 * π ^ 2 * T) ≠ 0 := div_ne_zero he (by positivity)
  have hstep (n : ℕ) : scaledError T e n - scaledError T e (n + 1)
      = 1 / ((e / (2 * π * T)) ^ 2 + ((n : ℝ) + 1 / 2) ^ 2) := by
    unfold scaledError
    rw [← sub_div, sub_sub_sub_cancel_right, truncatedOccupation_step hT, div_right_comm,
      div_self hA]
  have hlim : Tendsto (scaledError T e) atTop (𝓝 0) := by
    have h := ((tendsto_fermi hT e).sub_const (fermi T e)).div_const (e / (2 * π ^ 2 * T))
    rw [sub_self, zero_div] at h
    exact h
  generalize e / (2 * π * T) = x at *
  have hdiff (c : ℝ) (hc : 0 < c) (n : ℕ) : 1 / ((n : ℝ) + c) - 1 / ((n : ℝ) + 1 + c)
      = 1 / (((n : ℝ) + c) * ((n : ℝ) + 1 + c)) := by
    rw [div_sub_div _ _ (by positivity) (by positivity)]
    congr 1
    ring
  have h0 (c : ℝ) : Tendsto (fun n : ℕ => 1 / ((n : ℝ) + c)) atTop (𝓝 0) :=
    tendsto_const_nhds.div_atTop
      (tendsto_atTop_add_const_right _ _ tendsto_natCast_atTop_atTop)
  constructor
  · -- the error minus its lower bound decreases to zero
    have hanti : Antitone fun n : ℕ => scaledError T e n - 1 / ((n : ℝ) + (1 / 2 + |x|)) :=
      antitone_nat_of_succ_le fun n => by
        have hn : (0 : ℝ) ≤ n := n.cast_nonneg
        have hle : 1 / (((n : ℝ) + (1 / 2 + |x|)) * ((n : ℝ) + 1 + (1 / 2 + |x|)))
            ≤ 1 / (x ^ 2 + ((n : ℝ) + 1 / 2) ^ 2) :=
          one_div_le_one_div_of_le (by positivity)
            (by nlinarith [sq_abs x, abs_nonneg x, mul_nonneg hn (abs_nonneg x)])
        have h := hstep n
        have hd := hdiff (1 / 2 + |x|) (by positivity) n
        push_cast
        linarith
    have h := hanti.le_of_tendsto (hlim.sub (h0 _)) N
    linarith
  · cases N with
    | zero => simp
    | succ M =>
      -- the upper bound minus the error decreases to zero
      have hanti : Antitone fun n : ℕ => 1 / ((n : ℝ) + 1) - scaledError T e (n + 1) :=
        antitone_nat_of_succ_le fun n => by
          have hle : 1 / (x ^ 2 + ((n : ℝ) + 1 + 1 / 2) ^ 2)
              ≤ 1 / (((n : ℝ) + 1) * ((n : ℝ) + 1 + 1)) :=
            one_div_le_one_div_of_le (by positivity) (by nlinarith [sq_nonneg x])
          have h := hstep (n + 1)
          have hd := hdiff 1 one_pos n
          push_cast at h ⊢
          linarith
      have h := hanti.le_of_tendsto ((h0 1).sub (hlim.comp (tendsto_add_atTop_nat 1))) M
      rw [mul_comm, ← le_div_iff₀ (by positivity)]
      push_cast
      linarith

/-- At `T > 0` and `e ≠ 0`, frequency truncation overfills the level if `e > 0` and underfills
it if `e < 0`, and `N` times the error tends to `e/(2π²T)`. -/
theorem truncation_overfills_and_underfills {T e : ℝ} (hT : 0 < T) (he : e ≠ 0) :
    (0 < e → ∀ N, fermi T e < truncatedOccupation T e N) ∧
    (e < 0 → ∀ N, truncatedOccupation T e N < fermi T e) ∧
    Tendsto (fun N : ℕ => (N : ℝ) * (truncatedOccupation T e N - fermi T e)) atTop
      (𝓝 (e / (2 * π ^ 2 * T))) := by
  have hA : e / (2 * π ^ 2 * T) ≠ 0 := div_ne_zero he (by positivity)
  have hfac (N : ℕ) : scaledError T e N * (e / (2 * π ^ 2 * T))
      = truncatedOccupation T e N - fermi T e := div_mul_cancel₀ _ hA
  have hpos (N : ℕ) : 0 < scaledError T e N :=
    lt_of_lt_of_le (by positivity) (scaledError_bounds hT he N).1
  refine ⟨fun h N => ?_, fun h N => ?_, ?_⟩
  · have h1 := mul_pos (hpos N) (div_pos h (show 0 < 2 * π ^ 2 * T by positivity))
    rw [hfac] at h1
    linarith
  · have h1 := mul_neg_of_pos_of_neg (hpos N)
      (div_neg_of_neg_of_pos h (show 0 < 2 * π ^ 2 * T by positivity))
    rw [hfac] at h1
    linarith
  · -- the two bounds squeeze `N` times the scaled error to one
    have hN : Tendsto (fun N : ℕ => (N : ℝ) * scaledError T e N) atTop (𝓝 1) :=
      tendsto_of_tendsto_of_tendsto_of_le_of_le
        (tendsto_natCast_div_add_atTop (1 / 2 + |e / (2 * π * T)|)) tendsto_const_nhds
        (fun N => by
          simpa only [mul_one_div] using mul_le_mul_of_nonneg_left
            (scaledError_bounds hT he N).1 (Nat.cast_nonneg (α := ℝ) N))
        (fun N => (scaledError_bounds hT he N).2)
    have h := hN.mul_const (e / (2 * π ^ 2 * T))
    rw [one_mul] at h
    exact h.congr fun N => by rw [mul_assoc, hfac]

end

end MatsubaraTruncation
```

```lean
#print axioms MatsubaraTruncation.truncation_overfills_and_underfills
```

```
'MatsubaraTruncation.truncation_overfills_and_underfills' depends on axioms: [propext, Classical.choice, Quot.sound]
```

## From the cotangent series to the squeeze

`tanh_pole_expansion` starts from Mathlib's cotangent series, which requires that \(z\) is not an integer; `hzint` shows this from the real part 1/2. `hpair` is the regrouping of two poles, `hs` proves by induction that the partial sums agree up to \(1/(z+N)\), and `h0` sends that remainder to zero. `hval` evaluates the cotangent, and taking real parts returns the statement to real numbers.

`truncatedOccupation_step` is the formula for one more pair. `tendsto_fermi` uses it to rewrite \(f_N\) as a partial sum of the tanh series. It then turns the hyperbolic functions into the Fermi function by writing \(E\) and \(F\) for \(\exp(\pm e/2T)\) and using \(EF=1\).

`scaledError_bounds` replaces the infinite telescoping sums by monotone sequences. The difference \(r_n-1/(n+c)\) never increases and tends to zero, so it is never negative. The upper bound comes in the same way from \(1/(n+1)-r_{n+1}\), with \(N=0\) treated separately. In both halves `nlinarith` proves the polynomial inequality between the denominators, and `hdiff` supplies the telescoping identity.

In the final theorem, `hpos` extracts \(r_N>0\) from the lower bound, and multiplying by \(A\) gives the two signs. The limit follows by squeezing \(N r_N\) between \(N/(N+c)\) and 1, then multiplying by \(A\).
